# Two frozen-state environments with nonzero projector overlap have a unique minimax projector strength

The normalised state $\psi$ of each environment is held fixed while the projector strength $D$ varies. With $\psi$ frozen, the level is the diagonal matrix element of the Hamiltonian in $\psi$, and it depends on $D$ along a straight line. A self-consistent or even a single re-diagonalised calculation would let $\psi$ respond to $D$, and the eigenvalue would in general be curved. The results below therefore concern a one-parameter, frozen-state model of pseudopotential transferability. In that model they give the smallest value that the larger of the two absolute level errors can take when a single separable projector serves two chemical environments.

In Lean 4 with Mathlib:

```lean
import Mathlib

open scoped InnerProductSpace

namespace PseudopotentialTransferability

noncomputable section
```

## Errors that are linear in the strength

Let $r$ be the level error that an environment has without the projector, and let $w$ be the weight with which its state feels the projector. At strength $D$ the remaining error is

$$e(D) = r - wD .$$

All three quantities are real numbers in the code. If $r$ is an energy and $w$ is dimensionless, then $D$ is an energy; the file does not track units.

```lean
/-- Level error `r - w D` of an environment with residual `r` and projector weight `w`,
when the projector strength is `D`. -/
def levelError (r w D : ℝ) : ℝ := r - w * D
```

Two environments, with data $(r_1,w_1)$ and $(r_2,w_2)$, share the same $D$. Their errors are $e_1 = r_1 - w_1D$ and $e_2 = r_2 - w_2D$, and the quantity to be made small is the larger absolute value, $\max(|e_1|,|e_2|)$.

```lean
/-- The larger of the two absolute level errors at projector strength `D`. -/
def worstError (r₁ w₁ r₂ w₂ D : ℝ) : ℝ :=
  max |levelError r₁ w₁ D| |levelError r₂ w₂ D|
```

A natural candidate for the best strength makes the errors equal and opposite. Setting $e_1 + e_2 = 0$ gives $r_1 + r_2 = (w_1+w_2)D$, so the candidate is

$$D_* = \frac{r_1+r_2}{w_1+w_2}.$$

```lean
/-- The compromise strength `(r₁ + r₂) / (w₁ + w₂)`, for weights with `w₁ + w₂ ≠ 0`. -/
def compromiseStrength (r₁ w₁ r₂ w₂ : ℝ) : ℝ := (r₁ + r₂) / (w₁ + w₂)
```

Inserting $D_*$ into the first error gives

$$e_1(D_*) = \frac{r_1(w_1+w_2) - w_1(r_1+r_2)}{w_1+w_2} = \frac{w_2r_1 - w_1r_2}{w_1+w_2}.$$

For $w_1+w_2>0$, its absolute value is called the transferability gap $g$. For positive weights it can also be written as

$$g = \frac{w_1w_2}{w_1+w_2}\left|\frac{r_1}{w_1}-\frac{r_2}{w_2}\right| .$$

Here $r_i/w_i$ is the strength that environment $i$ alone would ask for, so the gap measures how far the two requests disagree.

```lean
/-- The transferability gap `|w₂ r₁ - w₁ r₂| / (w₁ + w₂)` of two environments, for weights with
`w₁ + w₂ > 0`. -/
def transferGap (r₁ w₁ r₂ w₂ : ℝ) : ℝ := |w₂ * r₁ - w₁ * r₂| / (w₁ + w₂)
```

## Where the residual and the weight come from

Add a separable term $D|\beta\rangle\langle\beta|$ to a Hamiltonian $H$. The level in the fixed state $\psi$ is

$$\operatorname{Re}\,\langle\psi|\,H + D|\beta\rangle\langle\beta|\,|\psi\rangle .$$

In `projectedLevel`, the space `E` is any complex inner product space, of finite or infinite dimension. `H` is a linear map defined on all of `E`, so an unbounded operator with a smaller domain does not fit directly. `H` is not assumed Hermitian, which is why the real part is taken; for Hermitian `H` it changes nothing.

```lean
/-- The real part of the diagonal matrix element of `H + D |β⟩⟨β|` in the state `ψ`. -/
def projectedLevel {E : Type*} [NormedAddCommGroup E] [InnerProductSpace ℂ E]
    (H : E →ₗ[ℂ] E) (β ψ : E) (D : ℝ) : ℝ :=
  (⟪ψ, H ψ + (D : ℂ) • (⟪β, ψ⟫_ℂ • β)⟫_ℂ).re
```

Mathlib's inner product is linear in its second argument, as in Dirac notation. Expanding it gives

$$\langle\psi|H\psi\rangle + D\,\langle\beta|\psi\rangle\langle\psi|\beta\rangle = \langle\psi|H\psi\rangle + D\,|\langle\beta|\psi\rangle|^2 .$$

Subtracting the real part from a reference level $e_{\rm ref}$ leaves $r - wD$ with

$$r = e_{\rm ref} - \operatorname{Re}\langle\psi|H\psi\rangle, \qquad w = |\langle\beta|\psi\rangle|^2 .$$

These are the physical values for normalised $\psi$. For an unnormalised nonzero $\psi$, both the matrix element of $H$ and the weight must be divided by $\langle\psi|\psi\rangle$. The condition $w>0$ used below says that $\psi$ is not orthogonal to $\beta$.

In the proof, `h` identifies the product of the two overlaps with the real number $|\langle\beta|\psi\rangle|^2$, and the rewriting that follows is the expansion above.

```lean
/-- For a fixed state `ψ`, the reference level minus the level with a separable projector
is a level error `r - w D`, with `r` the residual without projector and `w = |⟨β|ψ⟩|²`. -/
theorem reference_sub_projectedLevel {E : Type*} [NormedAddCommGroup E]
    [InnerProductSpace ℂ E] (H : E →ₗ[ℂ] E) (β ψ : E) (eRef D : ℝ) :
    eRef - projectedLevel H β ψ D =
      levelError (eRef - (⟪ψ, H ψ⟫_ℂ).re) (‖⟪β, ψ⟫_ℂ‖ ^ 2) D := by
  -- the projector contributes the squared overlap
  have h : ⟪β, ψ⟫_ℂ * ⟪ψ, β⟫_ℂ = ((‖⟪β, ψ⟫_ℂ‖ ^ 2 : ℝ) : ℂ) := by
    rw [← inner_conj_symm ψ β, Complex.mul_conj, Complex.normSq_eq_norm_sq]
  unfold projectedLevel levelError
  rw [inner_add_right, inner_smul_right, inner_smul_right, h, ← Complex.ofReal_mul,
    Complex.add_re, Complex.ofReal_re]
  ring
```

The theorem is applied once per environment, each with its own $H$, $\psi$ and reference level. The remaining theorems take $r$ and $w$ as given numbers; norm conservation plays no part in them.

## A lower bound from eliminating the strength

Suppose that one $D$ keeps both errors within a tolerance $\varepsilon$. The combination

$$w_2e_1 - w_1e_2 = w_2r_1 - w_1r_2$$

does not contain $D$. Since the weights are positive,

$$|w_2r_1 - w_1r_2| \le w_2|e_1| + w_1|e_2| \le \varepsilon(w_1+w_2),$$

and division by $w_1+w_2$ gives $g\le\varepsilon$.

The code opens each absolute value into two inequalities and multiplies them by the weights, giving `a'` to `d'`. Then `nlinarith` adds them in pairs, and $D$ cancels.

```lean
/-- If one strength keeps the level errors of two environments with positive weights
within `ε`, then `ε` is at least their transferability gap. -/
theorem transferGap_le_of_errors_le {r₁ w₁ r₂ w₂ D ε : ℝ} (hw₁ : 0 < w₁) (hw₂ : 0 < w₂)
    (h₁ : |levelError r₁ w₁ D| ≤ ε) (h₂ : |levelError r₂ w₂ D| ≤ ε) :
    transferGap r₁ w₁ r₂ w₂ ≤ ε := by
  unfold transferGap
  rw [div_le_iff₀ (add_pos hw₁ hw₂)]
  simp only [levelError, abs_le] at h₁ h₂ ⊢
  obtain ⟨a, b⟩ := h₁
  obtain ⟨c, d⟩ := h₂
  -- the strength cancels in the combination `w₂ e₁ - w₁ e₂`
  have a' := mul_le_mul_of_nonneg_left a hw₂.le
  have b' := mul_le_mul_of_nonneg_left b hw₂.le
  have c' := mul_le_mul_of_nonneg_left c hw₁.le
  have d' := mul_le_mul_of_nonneg_left d hw₁.le
  constructor <;> nlinarith
```

## The compromise strength reaches the bound

At $D_*$ the first error is $(w_2r_1-w_1r_2)/(w_1+w_2)$, as computed above, and the second is its negative because $e_1+e_2=0$ there. Both absolute values equal $g$, and so does their maximum. The intermediate statements `e₁` and `e₂` record the two errors.

```lean
/-- At the compromise strength the worst error of two environments with positive weights
equals their transferability gap. -/
theorem worstError_compromiseStrength {r₁ w₁ r₂ w₂ : ℝ} (hw₁ : 0 < w₁) (hw₂ : 0 < w₂) :
    worstError r₁ w₁ r₂ w₂ (compromiseStrength r₁ w₁ r₂ w₂) = transferGap r₁ w₁ r₂ w₂ := by
  have hs : 0 < w₁ + w₂ := add_pos hw₁ hw₂
  have hD : (r₁ + r₂) / (w₁ + w₂) * (w₁ + w₂) = r₁ + r₂ := by field_simp
  -- the two errors are equal and opposite
  have e₁ : levelError r₁ w₁ (compromiseStrength r₁ w₁ r₂ w₂) =
      (w₂ * r₁ - w₁ * r₂) / (w₁ + w₂) := by
    unfold levelError compromiseStrength
    rw [eq_div_iff hs.ne']
    linear_combination (-w₁) * hD
  have e₂ : levelError r₂ w₂ (compromiseStrength r₁ w₁ r₂ w₂) =
      -((w₂ * r₁ - w₁ * r₂) / (w₁ + w₂)) := by
    rw [← e₁]
    unfold levelError compromiseStrength
    linear_combination -hD
  unfold worstError transferGap
  rw [e₁, e₂, abs_neg, max_self, abs_div, abs_of_pos hs]
```

## Only one strength is optimal

Let $m$ be the worst error at some $D$, and suppose that $m = g$. Write $K = w_2r_1 - w_1r_2$ and take $K\ge 0$ first. The two quantities

$$p = w_2(m - e_1) \ge 0, \qquad q = w_1(m + e_2)\ge 0$$

have the sum

$$p+q = m(w_1+w_2) - (w_2e_1 - w_1e_2) = m(w_1+w_2) - K = 0 .$$

Both must vanish, so $e_1 = m$ and $e_2 = -m$. Adding the errors gives $r_1+r_2 = (w_1+w_2)D$, which is $D = D_*$. For $K<0$ the signs of the two errors are exchanged.

The theorem `minimax_transfer` states the optimum with `IsLeast (Set.range ...)`. This means that the value is taken by the worst error at some real $D$ and that no real $D$ gives a smaller one. The second half says that a strength has this worst error if and only if it is $D_*$.

The decisive device is the pairing of `le_antisymm` with `mul_eq_zero`. The terms `p` and `q` prove that the two products are nonnegative. `nlinarith` uses the vanishing sum to show that each is also at most zero, and `le_antisymm` turns the two inequalities into an equation. Then `mul_eq_zero` says that one factor is zero, and `resolve_left` excludes the weight because it is positive. What remains is $m-e_1=0$ and $m+e_2=0$, whose difference fixes $D$. The earlier `generalize` replaces the maximum by a plain variable `m`, so that the arithmetic no longer involves a `max`.

```lean
/-- For two environments with positive weights, the smallest worst absolute level error is
`|w₂ r₁ - w₁ r₂| / (w₁ + w₂)`, attained only at the strength `(r₁ + r₂) / (w₁ + w₂)`. -/
theorem minimax_transfer {r₁ w₁ r₂ w₂ : ℝ} (hw₁ : 0 < w₁) (hw₂ : 0 < w₂) :
    IsLeast (Set.range (worstError r₁ w₁ r₂ w₂)) (|w₂ * r₁ - w₁ * r₂| / (w₁ + w₂)) ∧
      ∀ D, worstError r₁ w₁ r₂ w₂ D = |w₂ * r₁ - w₁ * r₂| / (w₁ + w₂) ↔
        D = (r₁ + r₂) / (w₁ + w₂) := by
  have hs : 0 < w₁ + w₂ := add_pos hw₁ hw₂
  refine ⟨⟨⟨_, worstError_compromiseStrength hw₁ hw₂⟩, ?_⟩, fun D => ⟨fun h => ?_, fun h => ?_⟩⟩
  · rintro _ ⟨D, rfl⟩
    exact transferGap_le_of_errors_le hw₁ hw₂ (le_max_left _ _) (le_max_right _ _)
  · have h₁ : |levelError r₁ w₁ D| ≤ worstError r₁ w₁ r₂ w₂ D := le_max_left _ _
    have h₂ : |levelError r₂ w₂ D| ≤ worstError r₁ w₁ r₂ w₂ D := le_max_right _ _
    generalize worstError r₁ w₁ r₂ w₂ D = m at h h₁ h₂
    rw [eq_div_iff hs.ne'] at h
    simp only [levelError, abs_le] at h₁ h₂
    obtain ⟨a, b⟩ := h₁
    obtain ⟨c, d⟩ := h₂
    rw [eq_div_iff hs.ne']
    -- equality in the bound forces errors `m, -m` or `-m, m`
    rcases abs_cases (w₂ * r₁ - w₁ * r₂) with ⟨hK, _⟩ | ⟨hK, _⟩
    · rw [hK] at h
      have p : 0 ≤ w₂ * (m - (r₁ - w₁ * D)) := mul_nonneg hw₂.le (by linarith)
      have q : 0 ≤ w₁ * (m + (r₂ - w₂ * D)) := mul_nonneg hw₁.le (by linarith)
      have p' := (mul_eq_zero.mp (le_antisymm (by nlinarith) p)).resolve_left hw₂.ne'
      have q' := (mul_eq_zero.mp (le_antisymm (by nlinarith) q)).resolve_left hw₁.ne'
      linear_combination p' - q'
    · rw [hK] at h
      have p : 0 ≤ w₂ * (m + (r₁ - w₁ * D)) := mul_nonneg hw₂.le (by linarith)
      have q : 0 ≤ w₁ * (m - (r₂ - w₂ * D)) := mul_nonneg hw₁.le (by linarith)
      have p' := (mul_eq_zero.mp (le_antisymm (by nlinarith) p)).resolve_left hw₂.ne'
      have q' := (mul_eq_zero.mp (le_antisymm (by nlinarith) q)).resolve_left hw₁.ne'
      linear_combination q' - p'
  · rw [h]
    exact worstError_compromiseStrength hw₁ hw₂
```

The limit $w_2\to0$ at fixed $w_1>0$ shows what the second weight does. The gap tends to $|r_2|$, since the projector loses its hold on the second level. At $w_2=0$ the second error is $r_2$ for every $D$, and the smallest worst error is $|r_2|$. It is reached by every $D$ with $|r_1-w_1D|\le|r_2|$, which is a whole interval if $r_2\neq0$. Uniqueness therefore fails if $w_2>0$ is weakened to $w_2\ge0$.

## When both levels can be exact

If both errors vanish at the same $D$, then $r_1=w_1D$ and $r_2=w_2D$, so $r_1/w_1 = r_2/w_2$. Conversely, if the ratios agree, their common value is a strength at which both errors vanish. This needs only nonzero weights, and the theorem assumes no more.

```lean
/-- For nonzero weights, some strength makes both level errors vanish exactly when the
ratios of residual to weight agree. -/
theorem exact_transfer_iff {r₁ w₁ r₂ w₂ : ℝ} (hw₁ : w₁ ≠ 0) (hw₂ : w₂ ≠ 0) :
    (∃ D, levelError r₁ w₁ D = 0 ∧ levelError r₂ w₂ D = 0) ↔ r₁ / w₁ = r₂ / w₂ := by
  unfold levelError
  constructor
  · rintro ⟨D, h₁, h₂⟩
    rw [div_eq_div_iff hw₁ hw₂]
    linear_combination w₂ * h₁ - w₁ * h₂
  · intro h
    have e₁ : r₁ / w₁ * w₁ = r₁ := by field_simp
    have e₂ : r₂ / w₂ * w₂ = r₂ := by field_simp
    refine ⟨r₁ / w₁, by linear_combination -e₁, ?_⟩
    rw [h]
    linear_combination -e₂
```

## Finitely many environments

For environments labelled by $i$, with weights $w_i>0$, the condition $|r_i-w_iD|\le\varepsilon$ confines $D$ to the interval

$$\frac{r_i-\varepsilon}{w_i}\le D\le\frac{r_i+\varepsilon}{w_i}.$$

If one $D$ serves all environments, the lower bound applied to each pair shows that $\varepsilon$ is at least every pairwise gap. For the converse, let $i$ have the largest lower endpoint and put $D=(r_i-\varepsilon)/w_i$. This $D$ lies above every lower endpoint. It lies below the upper endpoint of $j$ because

$$\frac{r_i-\varepsilon}{w_i}\le\frac{r_j+\varepsilon}{w_j} \iff w_jr_i-w_ir_j\le\varepsilon(w_i+w_j),$$

and the right-hand side follows from the gap condition for the pair $i,j$.

This choice of $i$ needs at least one environment; for an empty family both sides of the equivalence hold trivially, and the code treats that case first. Then `Finite.exists_max` selects $i$, while `low` and `up` are the two endpoint inequalities. Pairs with $i=j$ are included and have gap zero. For a single environment the criterion thus reduces to $\varepsilon\ge0$, and the strength $r/w$ makes its level exact.

```lean
/-- For finitely many environments with positive weights, one strength keeps every level
error within `ε` exactly when `ε` is at least the transferability gap of every pair. -/
theorem many_environments_iff {ι : Type*} [Finite ι] {r w : ι → ℝ} (hw : ∀ i, 0 < w i)
    (ε : ℝ) :
    (∃ D, ∀ i, |levelError (r i) (w i) D| ≤ ε) ↔
      ∀ i j, transferGap (r i) (w i) (r j) (w j) ≤ ε := by
  constructor
  · rintro ⟨D, hD⟩ i j
    exact transferGap_le_of_errors_le (hw i) (hw j) (hD i) (hD j)
  · intro h
    rcases isEmpty_or_nonempty ι with hι | hι
    · exact ⟨0, fun i => isEmptyElim i⟩
    -- choose the largest lower endpoint of the allowed intervals
    obtain ⟨i, hi⟩ := Finite.exists_max (fun k => (r k - ε) / w k)
    refine ⟨(r i - ε) / w i, fun j => ?_⟩
    have low : r j - ε ≤ (r i - ε) / w i * w j := (div_le_iff₀ (hw j)).mp (hi j)
    have hij := h i j
    unfold transferGap at hij
    rw [div_le_iff₀ (add_pos (hw i) (hw j))] at hij
    have up : (r i - ε) / w i ≤ (r j + ε) / w j := by
      rw [div_le_div_iff₀ (hw i) (hw j)]
      nlinarith [(abs_le.mp hij).2]
    have up' := (le_div_iff₀ (hw j)).mp up
    unfold levelError
    rw [abs_le]
    constructor <;> linarith

end

end PseudopotentialTransferability
```

```lean
#print axioms PseudopotentialTransferability.reference_sub_projectedLevel
#print axioms PseudopotentialTransferability.minimax_transfer
#print axioms PseudopotentialTransferability.exact_transfer_iff
#print axioms PseudopotentialTransferability.many_environments_iff
```

```
'PseudopotentialTransferability.reference_sub_projectedLevel' depends on axioms: [propext, Classical.choice, Quot.sound]
'PseudopotentialTransferability.minimax_transfer' depends on axioms: [propext, Classical.choice, Quot.sound]
'PseudopotentialTransferability.exact_transfer_iff' depends on axioms: [propext, Classical.choice, Quot.sound]
'PseudopotentialTransferability.many_environments_iff' depends on axioms: [propext, Classical.choice, Quot.sound]
```
